# Over the positive fermionic Matsubara frequencies, ln(1 + e²/wₙ²) sums to ln cosh(βe/2)

For a single level of real energy $e$ and a single pair of imaginary frequencies $\pm iw$ with $w\neq0$, the free propagator $1/(z-e)$ gives $\frac{(iw-e)(-iw-e)}{(iw)(-iw)}=1+\frac{e^2}{w^2}$ as the ratio of its zero-energy value to its value at $e$, multiplied over the pair. At inverse temperature $\beta>0$, the logarithms of these ratios over the frequencies $w_n=(2n+1)\pi/\beta$, $n\ge0$, sum to $\ln\cosh(\beta e/2)$.

```lean
import Mathlib

open Filter Topology
open scoped Real

namespace MatsubaraTraceLog

noncomputable section

/-- The fermionic Matsubara frequency `(2n+1)π/β`, for inverse temperature `β ≠ 0`. -/
def freq (β : ℝ) (n : ℕ) : ℝ := (2 * (n : ℝ) + 1) * π / β

/-- The free propagator `1/(z - e)` of a level of energy `e`, for complex frequency `z ≠ e`. -/
def propagator (e : ℝ) (z : ℂ) : ℂ := (z - (e : ℂ))⁻¹

/-- The ratio of the propagator at zero energy to that at energy `e`, multiplied over the two
frequencies `w` and `-w`, for `w ≠ 0`. -/
def pairedRatio (e w : ℝ) : ℂ :=
  (propagator 0 (Complex.I * w) / propagator e (Complex.I * w)) *
    (propagator 0 (-(Complex.I * w)) / propagator e (-(Complex.I * w)))

/-- The paired propagator ratio is the real number `1 + e²/w²`. -/
theorem pairedRatio_eq (e w : ℝ) (hw : w ≠ 0) :
    pairedRatio e w = ((1 + e ^ 2 / w ^ 2 : ℝ) : ℂ) := by
  have h : (w : ℂ) ≠ 0 := Complex.ofReal_ne_zero.mpr hw
  have hd : (Complex.I * w) * (-(Complex.I * w)) = (w : ℂ) ^ 2 := by
    linear_combination (-(w : ℂ) ^ 2) * Complex.I_sq
  have hn : (Complex.I * w - e) * (-(Complex.I * w) - e) = (w : ℂ) ^ 2 + (e : ℂ) ^ 2 := by
    linear_combination (-(w : ℂ) ^ 2) * Complex.I_sq
  simp only [pairedRatio, propagator, div_inv_eq_mul, Complex.ofReal_zero, sub_zero]
  calc (Complex.I * w)⁻¹ * (Complex.I * w - e) *
        ((-(Complex.I * w))⁻¹ * (-(Complex.I * w) - e))
      = ((Complex.I * w - e) * (-(Complex.I * w) - e)) /
          ((Complex.I * w) * (-(Complex.I * w))) := by
        rw [div_eq_mul_inv, mul_inv]
        ring
    _ = ((1 + e ^ 2 / w ^ 2 : ℝ) : ℂ) := by
        rw [hn, hd, add_div, div_self (pow_ne_zero 2 h)]
        push_cast
        rfl

/-- Euler's sine product at imaginary argument: the product expansion of `sinh (πy)`. -/
theorem tendsto_sinh_product (y : ℝ) :
    Tendsto (fun n : ℕ => π * y * ∏ j ∈ Finset.range n, (1 + y ^ 2 / ((j : ℝ) + 1) ^ 2))
      atTop (𝓝 (Real.sinh (π * y))) := by
  have hs : Complex.sin (π * (y * Complex.I)) = ((Real.sinh (π * y) : ℝ) : ℂ) * Complex.I := by
    rw [← mul_assoc, Complex.sin_mul_I, Complex.ofReal_sinh, Complex.ofReal_mul]
  have h := (Complex.continuous_im.tendsto _).comp
    (Complex.tendsto_euler_sin_prod (y * Complex.I))
  rw [hs, Complex.im_ofReal_mul, Complex.I_im, mul_one] at h
  refine h.congr (fun n => ?_)
  have hj : ∀ j : ℕ, (1 : ℂ) - (y * Complex.I) ^ 2 / ((j : ℂ) + 1) ^ 2
      = 1 + (y : ℂ) ^ 2 / ((j : ℂ) + 1) ^ 2 := by
    intro j
    rw [mul_pow, Complex.I_sq]
    ring
  have hp : (π : ℂ) * (y * Complex.I) *
      ∏ j ∈ Finset.range n, ((1 : ℂ) - (y * Complex.I) ^ 2 / ((j : ℂ) + 1) ^ 2)
      = ((π * y * ∏ j ∈ Finset.range n, (1 + y ^ 2 / ((j : ℝ) + 1) ^ 2) : ℝ) : ℂ)
        * Complex.I := by
    simp only [hj]
    push_cast
    ring
  rw [Function.comp_apply, hp, Complex.im_ofReal_mul, Complex.I_im, mul_one]

/-- The product at doubled argument splits into the factors of the odd and of the even integers. -/
theorem product_split (y : ℝ) (n : ℕ) :
    ∏ j ∈ Finset.range (2 * n), (1 + (2 * y) ^ 2 / ((j : ℝ) + 1) ^ 2)
      = (∏ j ∈ Finset.range n, (1 + (2 * y) ^ 2 / (2 * (j : ℝ) + 1) ^ 2)) *
        ∏ j ∈ Finset.range n, (1 + y ^ 2 / ((j : ℝ) + 1) ^ 2) := by
  induction n with
  | zero => simp
  | succ n ih =>
    have h2 : (2 * y) ^ 2 / (((2 * n + 1 : ℕ) : ℝ) + 1) ^ 2 = y ^ 2 / ((n : ℝ) + 1) ^ 2 := by
      push_cast
      rw [show 2 * (n : ℝ) + 1 + 1 = 2 * ((n : ℝ) + 1) by ring, mul_pow, mul_pow,
        mul_div_mul_left _ _ (by norm_num)]
    rw [show 2 * (n + 1) = 2 * n + 1 + 1 by ring]
    simp only [Finset.prod_range_succ]
    rw [ih, h2]
    push_cast
    ring

/-- The product over odd integers converges to `cosh (πy)`. -/
theorem tendsto_cosh_product (y : ℝ) :
    Tendsto (fun n : ℕ => ∏ j ∈ Finset.range n, (1 + (2 * y) ^ 2 / (2 * (j : ℝ) + 1) ^ 2))
      atTop (𝓝 (Real.cosh (π * y))) := by
  by_cases hy : y = 0
  · subst hy
    simp
  have hs : Real.sinh (π * y) ≠ 0 := fun h =>
    mul_ne_zero Real.pi_ne_zero hy (Real.sinh_eq_zero.mp h)
  have hdouble : Tendsto (fun n : ℕ => 2 * n) atTop atTop :=
    tendsto_atTop_mono (fun n => by simp only [id]; omega) tendsto_id
  -- divide the sinh product at 2y by the one at y
  have h3 := (((tendsto_sinh_product (2 * y)).comp hdouble).div
    (tendsto_sinh_product y) hs).div_const 2
  have hlim : Real.sinh (π * (2 * y)) / Real.sinh (π * y) / 2 = Real.cosh (π * y) := by
    rw [show π * (2 * y) = 2 * (π * y) by ring, Real.sinh_two_mul]
    field_simp
  rw [hlim] at h3
  have hF : ∀ F P : ℝ, P ≠ 0 → π * (2 * y) * (F * P) / (π * y * P) / 2 = F := by
    intro F P hP
    field_simp
  refine h3.congr (fun n => ?_)
  simp only [Pi.div_apply, Function.comp_apply]
  rw [product_split]
  exact hF _ _ (Finset.prod_pos fun j _ => by positivity).ne'

/-- The product of `1 + e²/w_n²` over `n = 0, 1, 2, …`, with `w_n = freq β n`, converges to `cosh
(βe/2)`. -/
theorem tendsto_freq_product (e β : ℝ) :
    Tendsto (fun N : ℕ => ∏ n ∈ Finset.range N, (1 + e ^ 2 / freq β n ^ 2))
      atTop (𝓝 (Real.cosh (β * e / 2))) := by
  have h := tendsto_cosh_product (β * e / (2 * π))
  rw [show π * (β * e / (2 * π)) = β * e / 2 by field_simp] at h
  refine h.congr (fun N => Finset.prod_congr rfl fun n _ => ?_)
  have hb : 2 * (β * e / (2 * π)) / (2 * (n : ℝ) + 1) = e / ((2 * (n : ℝ) + 1) * π / β) := by
    rw [div_div_eq_mul_div, ← div_div (e * β)]
    ring
  unfold freq
  rw [← div_pow, ← div_pow, hb]

/-- The hyperbolic cosine written with the Boltzmann factor `exp (-x)`. -/
theorem cosh_half (x : ℝ) :
    Real.cosh (x / 2) = (1 + Real.exp (-x)) * Real.exp (x / 2) / 2 := by
  have h : Real.exp (-(x / 2)) = Real.exp (-x) * Real.exp (x / 2) := by
    rw [← Real.exp_add]
    congr 1
    ring
  rw [Real.cosh_eq, h]
  ring

/-- The paired trace logarithm: each propagator ratio is `1 + e²/w_n²`, the logarithms sum to
`ln cosh (βe/2)`, and this equals `ln (1 + exp (-βe)) + βe/2 - ln 2`. -/
theorem paired_trace_log (e β : ℝ) (hβ : 0 < β) :
    (∀ n : ℕ, pairedRatio e (freq β n) = ((1 + e ^ 2 / freq β n ^ 2 : ℝ) : ℂ)) ∧
    HasSum (fun n : ℕ => Real.log (1 + e ^ 2 / freq β n ^ 2))
      (Real.log (Real.cosh (β * e / 2))) ∧
    Real.log (Real.cosh (β * e / 2))
      = Real.log (1 + Real.exp (-(β * e))) + β * e / 2 - Real.log 2 := by
  refine ⟨fun n => pairedRatio_eq e _ ?_, ?_, ?_⟩
  · unfold freq
    positivity
  · -- nonnegative terms: it suffices that the partial sums converge
    rw [hasSum_iff_tendsto_nat_of_nonneg
      (fun n => Real.log_nonneg (le_add_of_nonneg_right (by positivity)))]
    have h := (Real.continuousAt_log (Real.cosh_pos (β * e / 2)).ne').tendsto.comp
      (tendsto_freq_product e β)
    refine h.congr (fun N => ?_)
    rw [Function.comp_apply, Real.log_prod]
    intro n _
    positivity
  · have h1 : 1 + Real.exp (-(β * e)) ≠ 0 := by positivity
    rw [cosh_half, Real.log_div (mul_ne_zero h1 (Real.exp_ne_zero _)) two_ne_zero,
      Real.log_mul h1 (Real.exp_ne_zero _), Real.log_exp]

/-- For finitely many levels `ε k`, the product of all paired propagator ratios converges to the
product of `(1 + exp (-βε_k)) exp (βε_k/2) / 2`. -/
theorem tendsto_determinant {ι : Type*} [Fintype ι] (ε : ι → ℝ) (β : ℝ) (hβ : 0 < β) :
    Tendsto (fun N : ℕ => ∏ n ∈ Finset.range N, ∏ k, pairedRatio (ε k) (freq β n)) atTop
      (𝓝 ((∏ k, (1 + Real.exp (-(β * ε k))) * Real.exp (β * ε k / 2) / 2 : ℝ) : ℂ)) := by
  have hr : Tendsto (fun N : ℕ => ∏ k, ∏ n ∈ Finset.range N, (1 + ε k ^ 2 / freq β n ^ 2))
      atTop (𝓝 (∏ k, Real.cosh (β * ε k / 2))) :=
    tendsto_finsetProd _ (fun k _ => tendsto_freq_product (ε k) β)
  simp only [cosh_half] at hr
  have hp := fun (n : ℕ) (k : ι) => (paired_trace_log (ε k) β hβ).1 n
  refine ((Complex.continuous_ofReal.tendsto _).comp hr).congr (fun N => ?_)
  simp only [Function.comp_apply, Complex.ofReal_prod, hp]
  exact Finset.prod_comm

/-- For a level away from zero energy, every finite frequency cutoff strictly underestimates
`ln cosh (βe/2)`. -/
theorem cutoff_lt (e β : ℝ) (he : e ≠ 0) (hβ : 0 < β) (N : ℕ) :
    ∑ n ∈ Finset.range N, Real.log (1 + e ^ 2 / freq β n ^ 2)
      < Real.log (Real.cosh (β * e / 2)) := by
  have hw : 0 < freq β N := by
    unfold freq
    positivity
  have hq : 0 < e ^ 2 / freq β N ^ 2 := by positivity
  have hpos : 0 < Real.log (1 + e ^ 2 / freq β N ^ 2) := Real.log_pos (by linarith)
  -- the first omitted term is already positive
  have hle := sum_le_hasSum (Finset.range (N + 1))
    (fun n _ => Real.log_nonneg (le_add_of_nonneg_right (by positivity)))
    (paired_trace_log e β hβ).2.1
  rw [Finset.sum_range_succ] at hle
  linarith

end

end MatsubaraTraceLog
```

```lean
#print axioms MatsubaraTraceLog.tendsto_cosh_product
#print axioms MatsubaraTraceLog.tendsto_determinant
#print axioms MatsubaraTraceLog.cutoff_lt
```

```
'MatsubaraTraceLog.tendsto_cosh_product' depends on axioms: [propext, Classical.choice, Quot.sound]
'MatsubaraTraceLog.tendsto_determinant' depends on axioms: [propext, Classical.choice, Quot.sound]
'MatsubaraTraceLog.cutoff_lt' depends on axioms: [propext, Classical.choice, Quot.sound]
```

## Three statements about one level

The theorem `paired_trace_log` takes real numbers `e` and `β` with `0 < β` and proves three things.

- For every $n\ge0$, `pairedRatio e (freq β n)`, a complex number built from four propagators, equals the real number $1+e^2/w_n^2$.
- The real logarithms of these numbers form a convergent series with sum $\ln\cosh(\beta e/2)$. This is the `HasSum` clause.
- The sum can be written with a Boltzmann factor:

$$\ln\cosh\frac{\beta e}{2}=\ln\left(1+e^{-\beta e}\right)+\frac{\beta e}{2}-\ln2 .$$

The energy may have either sign or vanish. At $e=0$ every ratio is 1 and the sum is 0.

Two further theorems build on this. `tendsto_determinant` treats finitely many levels $\varepsilon_k$: the product of all paired ratios with $n<N$ converges, as $N\to\infty$, to

$$\prod_k \tfrac12\left(1+e^{-\beta\varepsilon_k}\right)e^{\beta\varepsilon_k/2}.$$

`cutoff_lt` says that for $e\neq0$ the sum over $n<N$ lies strictly below $\ln\cosh(\beta e/2)$ for every $N$, including the empty sum at $N=0$.

## Propagators, pairing and the free energy

The units have $\hbar=k_B=1$, and $e$ is the level energy measured from the chemical potential. `propagator e z` is the function $1/(z-e)$, and `freq β n` is $w_n$. The index $n$ is a natural number, so `freq` lists the positive fermionic frequencies. `pairedRatio` supplies each negative partner $-w_n$, and together they cover every fermionic frequency once.

The pairing is a summation convention. A single quotient is $(iw-e)/(iw)=1+ie/w$, whose logarithm behaves like $ie/w$ at large $w$. The magnitudes of such terms add up to a divergent harmonic series when $e\neq0$. In a pair the imaginary parts cancel and the remaining term falls off as $e^2/w^2$. `HasSum` then allows the pairs to be added in any order, but it keeps each pair together.

The convention also accounts for the term $\beta e/2$. A fermionic level with Hamiltonian $e(\hat n-\tfrac12)$, where $\hat n$ is the occupation number, has energies $\pm e/2$ and partition function $2\cosh(\beta e/2)$. Dividing by the value 2 at $e=0$ gives $\cosh(\beta e/2)$. With the Hamiltonian $e\hat n$ the partition function is $1+e^{-\beta e}$, and the shift of the energy zero by $e/2$ produces the extra $\beta e/2$. This reading is an interpretation, since the Lean code defines neither a Hamiltonian nor a partition function.

"Trace logarithm" likewise refers here to an explicit series of real logarithms, with no operator trace or complex logarithm defined. In `tendsto_determinant` the levels are given real numbers indexed by a finite type, and no matrix is diagonalised. For non-interacting fermions with finitely many levels $\varepsilon_k$, measured from the chemical potential, the grand potential is $-\beta^{-1}\ln\prod_k(1+e^{-\beta\varepsilon_k})$. The limit in `tendsto_determinant` is this product multiplied by $\prod_k\tfrac12e^{\beta\varepsilon_k/2}$, a factor that has to be divided out before the grand potential is read off.

## From one pair to a real factor

Since $i^2=-1$,

$$(iw-e)(-iw-e)=-\left[(iw)^2-e^2\right]=w^2+e^2,\qquad (iw)(-iw)=w^2 .$$

Their quotient is $1+e^2/w^2$. In `pairedRatio_eq` these two identities are `hn` and `hd`, each obtained by `linear_combination` from `Complex.I_sq`. The `calc` block collects the four propagators into one fraction and inserts them.

## Euler's product at an imaginary argument

Euler's sine product, which Mathlib provides, states that

$$\sin(\pi z)=\lim_{n\to\infty}\pi z\prod_{j=0}^{n-1}\left(1-\frac{z^2}{(j+1)^2}\right).$$

Put $z=iy$ with $y$ real. Then $\sin(i\pi y)=i\sinh(\pi y)$ and $z^2=-y^2$. Both sides carry a factor $i$, and removing it gives

$$\sinh(\pi y)=\lim_{n\to\infty}\pi y\,P_n(y),\qquad P_n(y)=\prod_{j=0}^{n-1}\left(1+\frac{y^2}{(j+1)^2}\right).$$

This is `tendsto_sinh_product`. The Lean proof removes the factor $i$ by taking imaginary parts, which is a continuous operation and therefore preserves the limit.

## Separating odd from even integers

The fermionic frequencies involve only odd integers, while $P_n$ runs over all positive integers. Doubling the argument separates the two kinds. With two factors,

$$\left(1+\frac{(2y)^2}{1^2}\right)\left(1+\frac{(2y)^2}{2^2}\right)=(1+4y^2)(1+y^2).$$

The even integer has returned the first factor of $P_n(y)$. In general an even integer $2(j+1)$ contributes $1+y^2/(j+1)^2$, so

$$P_{2n}(2y)=F_n(y)\,P_n(y),\qquad F_n(y)=\prod_{j=0}^{n-1}\left(1+\frac{(2y)^2}{(2j+1)^2}\right).$$

`product_split` proves this by induction on $n$. Each step adds one odd and one even factor, and `h2` cancels the 4 in the even one.

Now let $y\neq0$, so that $\sinh(\pi y)\neq0$. The product for $\sinh(2\pi y)$, taken along even cutoffs, divided by the product for $\sinh(\pi y)$ gives

$$\frac{2\pi y\,F_n(y)P_n(y)}{\pi y\,P_n(y)}=2F_n(y)\;\longrightarrow\;\frac{\sinh(2\pi y)}{\sinh(\pi y)}=2\cosh(\pi y).$$

Hence $F_n(y)\to\cosh(\pi y)$. For $y=0$ every factor is 1, and so is $\cosh0$.

`tendsto_cosh_product` follows the same route. `hdouble` justifies the even cutoffs, `hlim` evaluates the limit with `Real.sinh_two_mul`, and `hF` cancels the common factors.

## Frequencies and logarithms

Choose $y=\beta e/(2\pi)$. Then $\pi y=\beta e/2$ and

$$\frac{2y}{2n+1}=\frac{\beta e}{(2n+1)\pi}=\frac{e}{w_n}.$$

The odd product therefore becomes `tendsto_freq_product`:

$$\prod_{n=0}^{N-1}\left(1+\frac{e^2}{w_n^2}\right)\longrightarrow\cosh\frac{\beta e}{2}.$$

The limit is positive, so the logarithm is continuous there, and `Real.log_prod` turns the logarithm of each finite product into a sum. This shows that the partial sums converge. Every term is at least $\ln1=0$, and for nonnegative terms convergence of the partial sums is equivalent to `HasSum`, by `hasSum_iff_tendsto_nat_of_nonneg`.

For the Boltzmann form, `cosh_half` factors out an exponential:

$$\cosh\frac{x}{2}=\frac{e^{x/2}+e^{-x/2}}{2}=\frac{(1+e^{-x})\,e^{x/2}}{2}.$$

Taking the logarithm at $x=\beta e$ gives the three terms of the last clause.

## Several levels and a finite cutoff

For several levels, each one has its own convergent frequency product, and a finite product of convergent sequences converges to the product of the limits. At finite $N$ the products over levels and frequencies may be exchanged, which is the closing `Finset.prod_comm` in `tendsto_determinant`.

For the cutoff bound, the sum of the first $N+1$ terms cannot exceed the full sum, because all terms are nonnegative. Its last term, $\ln(1+e^2/w_N^2)$, is strictly positive when $e\neq0$. Removing it leaves the sum over $n<N$ strictly below $\ln\cosh(\beta e/2)$, and `linarith` draws this conclusion in `cutoff_lt`.
